# Cutting the Fourier series of \(|q|\) on \([-\pi,\pi]\) at even \(N>0\) lifts its zero by between \(2/(\pi(N+1))\) and \(2/(\pi N)\)

The real-space coefficient \(C(R)\) is defined here as an integral over the Brillouin zone, so its closed form has to be derived. The model is a one-dimensional scalar dispersion \(|q|\) on the zone \([-\pi,\pi]\), with lattice constant and slope set to one. The kink at \(q=0\) stands for a nonanalytic long-wave term. Continued periodically, \(|q|\) has a second kink at the zone boundary, which is an artefact of this simple model and also affects the coefficients. For an integer lattice site \(R\),

\[ C(R)=\frac1{2\pi}\int_{-\pi}^{\pi}|q|\cos(Rq)\,dq . \]

The sine part of the Fourier integral vanishes because \(|q|\) is even. In Lean, \(C(R)\) is `coeff R`, with `R : ℤ`.

```lean
import Mathlib

open Real Filter Topology

namespace NonanalyticInterpolation

noncomputable section

/-- The real-space coefficient at lattice site `R` of the dispersion `|q|` on the zone `[-π, π]`,
as a cosine Fourier integral. -/
def coeff (R : ℤ) : ℝ := 1 / (2 * π) * ∫ q in (-π)..π, |q| * Real.cos (R * q)
```

Taking the closed form \(((-1)^R-1)/(\pi R^2)\) as the definition for every \(R\) would go wrong without any error message. Lean evaluates \(0/0\) as \(0\), so the on-site coefficient would be \(0\) and not \(\pi/2\), and the whole interpolated curve would sit too low by \(\pi/2\).

Keeping only the sites with \(|R|\le N\) gives a truncated Fourier series, called the interpolated dispersion here,

\[ D_N(q)=\sum_{|R|\le N}C(R)\cos(Rq), \]

which is `interp N q`, with a natural number `N` and a real `q`. It is a finite sum of cosines, hence smooth, and cannot reproduce the kink.

```lean
/-- The dispersion interpolated from the real-space coefficients with `|R| ≤ N`. -/
def interp (N : ℕ) (q : ℝ) : ℝ :=
  ∑ R ∈ Finset.Icc (-(N : ℤ)) (N : ℤ), coeff R * Real.cos (R * q)
```

The sites \(R=\pm(n+1)\), for \(n=0,1,2,\dots\), contribute equally and form a shell:

\[ s_n(q)=2\,C(n+1)\cos((n+1)q). \]

```lean
/-- The joint contribution of the two sites `R = ±(n + 1)` to the interpolated dispersion. -/
def shell (n : ℕ) (q : ℝ) : ℝ := 2 * coeff ((n : ℤ) + 1) * Real.cos (((n : ℝ) + 1) * q)
```

## The coefficients vanish at even nonzero sites

The substitution \(q\to-q\) maps the negative half of the zone onto the positive half, where \(|q|=q\). Hence

\[ C(R)=\frac1\pi\int_0^\pi q\cos(Rq)\,dq . \]

The proof splits the integral at zero and applies `integral_comp_neg` to the left half.

```lean
/-- The coefficient is an integral over the positive half of the zone. -/
theorem coeff_eq_half (R : ℤ) :
    coeff R = 1 / π * ∫ q in (0 : ℝ)..π, q * Real.cos (R * q) := by
  have hc : Continuous (fun q : ℝ => |q| * Real.cos (R * q)) :=
    continuous_abs.mul (by fun_prop)
  -- the integrand is even
  have hneg : ∫ q in (-π)..0, |q| * Real.cos (R * q)
      = ∫ q in (0 : ℝ)..π, |q| * Real.cos (R * q) := by
    have h := intervalIntegral.integral_comp_neg (a := 0) (b := π)
      (fun q : ℝ => |q| * Real.cos (R * q))
    simp only [abs_neg, mul_neg, Real.cos_neg, neg_zero] at h
    exact h.symm
  have hpos : ∫ q in (0 : ℝ)..π, |q| * Real.cos (R * q)
      = ∫ q in (0 : ℝ)..π, q * Real.cos (R * q) := by
    apply intervalIntegral.integral_congr
    intro q hq
    rw [Set.uIcc_of_le Real.pi_pos.le] at hq
    simp only [abs_of_nonneg hq.1]
  rw [coeff, ← intervalIntegral.integral_add_adjacent_intervals
    (hc.intervalIntegrable (-π) 0) (hc.intervalIntegrable 0 π), hneg, hpos]
  ring
```

At \(R=0\) the cosine is one, and \(C(0)=\frac1\pi\cdot\frac{\pi^2}2=\frac\pi2\), the zone average of \(|q|\).

```lean
/-- The on-site coefficient is the zone average `π/2` of `|q|`. -/
theorem coeff_zero : coeff 0 = π / 2 := by
  rw [coeff_eq_half]
  simp only [Int.cast_zero, zero_mul, Real.cos_zero, mul_one, integral_id]
  field_simp
  ring
```

For \(R\ne0\), an antiderivative of the integrand is

\[ \frac{q\sin(Rq)}{R}+\frac{\cos(Rq)}{R^2}, \]

since the two terms \(\pm\sin(Rq)/R\) in its derivative cancel. With \(\sin(R\pi)=0\) and \(\cos(R\pi)=(-1)^R\), the boundary values give

\[ C(R)=\frac{(-1)^R-1}{\pi R^2}. \]

This is \(-2/(\pi R^2)\) for odd \(R\) and zero for even \(R\neq0\). In the proof, `hd` is the derivative and the fundamental theorem of calculus does the rest.

```lean
/-- For `R ≠ 0` the coefficient is `((-1)^R - 1)/(π R²)`. -/
theorem coeff_of_ne_zero {R : ℤ} (hR : R ≠ 0) :
    coeff R = ((-1 : ℝ) ^ R - 1) / (π * (R : ℝ) ^ 2) := by
  have hR' : (R : ℝ) ≠ 0 := Int.cast_ne_zero.mpr hR
  have hd : ∀ q ∈ Set.uIcc 0 π, HasDerivAt
      (fun q : ℝ => q * Real.sin (R * q) / R + Real.cos (R * q) / (R : ℝ) ^ 2)
      (q * Real.cos (R * q)) q := by
    intro q _
    have h0 : HasDerivAt (fun q : ℝ => (R : ℝ) * q) R q := by
      simpa using (hasDerivAt_id' q).const_mul (R : ℝ)
    refine ((((hasDerivAt_id' q).fun_mul h0.sin).div_const (R : ℝ)).fun_add
      (h0.cos.div_const ((R : ℝ) ^ 2))).congr_deriv ?_
    field_simp
    ring
  have hc : Continuous (fun q : ℝ => q * Real.cos (R * q)) := by fun_prop
  rw [coeff_eq_half, intervalIntegral.integral_eq_sub_of_hasDerivAt hd
    (hc.intervalIntegrable 0 π), Real.sin_int_mul_pi, Real.cos_int_mul_pi]
  simp only [mul_zero, Real.sin_zero, Real.cos_zero, zero_div, zero_add]
  field_simp
```

Inserted into the shell, this reads

\[ s_n(q)=\frac2\pi\,\frac{(-1)^{n+1}-1}{(n+1)^2}\cos((n+1)q). \]

```lean
lemma shell_eq (n : ℕ) (q : ℝ) : shell n q =
    2 / π * (((-1) ^ (n + 1) - 1) / ((n : ℝ) + 1) ^ 2 * Real.cos (((n : ℝ) + 1) * q)) := by
  have hz := zpow_natCast (-1 : ℝ) (n + 1)
  rw [Nat.cast_add, Nat.cast_one] at hz
  rw [shell, coeff_of_ne_zero (by omega), hz]
  push_cast
  rw [← div_div]
  ring
```

The interpolation is then the zone average plus the first \(N\) shells:

\[ D_N(q)=\frac\pi2+\sum_{n=0}^{N-1}s_n(q). \]

The proof is by induction on the cutoff. Each step adds two sites to the symmetric range and uses \(C(-R)=C(R)\).

```lean
/-- The interpolated dispersion is the zone average plus the first `N` shells. -/
theorem interp_eq (N : ℕ) (q : ℝ) :
    interp N q = π / 2 + ∑ n ∈ Finset.range N, shell n q := by
  induction N with
  | zero => simp [interp, coeff_zero]
  | succ n ih =>
    have hI : Finset.Icc (-((n + 1 : ℕ) : ℤ)) ((n + 1 : ℕ) : ℤ)
        = insert (-((n : ℤ) + 1)) (insert ((n : ℤ) + 1) (Finset.Icc (-(n : ℤ)) n)) := by
      ext x
      simp only [Finset.mem_insert, Finset.mem_Icc]
      omega
    have hC : coeff (-((n : ℤ) + 1)) = coeff ((n : ℤ) + 1) := by
      simp only [coeff, Int.cast_neg, neg_mul, Real.cos_neg]
    rw [interp] at ih
    rw [interp, hI, Finset.sum_insert (by simp only [Finset.mem_insert, Finset.mem_Icc]; omega),
      Finset.sum_insert (by simp only [Finset.mem_Icc]; omega), hC, ih,
      Finset.sum_range_succ, shell]
    push_cast
    rw [neg_mul, Real.cos_neg]
    ring
```

## All shells together restore the kink

The quadratic Bernoulli polynomial has the cosine series

\[ \sum_{n\ge1}\frac{\cos(2\pi nx)}{n^2}=\pi^2\left(x^2-x+\tfrac16\right),\qquad 0\le x\le1 . \]

Mathlib has this series for general even order, and the lemma writes out the quadratic case.

```lean
lemma hasSum_cos {x : ℝ} (hx : x ∈ Set.Icc (0 : ℝ) 1) :
    HasSum (fun n : ℕ => 1 / (n : ℝ) ^ 2 * Real.cos (2 * π * n * x))
      (π ^ 2 * (x ^ 2 - x + 1 / 6)) := by
  have b2 : bernoulli 2 = 1 / 6 := by
    rw [bernoulli_eq_bernoulli'_of_ne_one (by decide), bernoulli'_two]
  have hb : ((Polynomial.bernoulli 2).map (algebraMap ℚ ℝ)).eval x = x ^ 2 - x + 1 / 6 := by
    rw [Polynomial.bernoulli]
    simp only [Finset.sum_range_succ, Finset.sum_range_zero, zero_add, Polynomial.map_add,
      Polynomial.map_monomial, Polynomial.eval_add, Polynomial.eval_monomial]
    norm_num [b2, bernoulli_one, bernoulli_zero]
    ring
  have h := hasSum_one_div_nat_pow_mul_cos (one_ne_zero : (1 : ℕ) ≠ 0) hx
  simp only [mul_one] at h
  rw [hb, Nat.factorial_two] at h
  convert h using 1
  push_cast
  ring
```

Set \(x=|q|/(2\pi)\), which lies in \([0,\tfrac12]\) when \(|q|\le\pi\), so that \(x+\tfrac12\) is also an allowed argument. Since \(\cos(2\pi n(x+\tfrac12))=(-1)^n\cos(nq)\), subtracting the series at \(x\) from the series at \(x+\tfrac12\) gives

\[ \sum_{n\ge1}\frac{(-1)^n-1}{n^2}\cos(nq)=\pi^2\left(x-\tfrac14\right). \]

Multiplication by \(2/\pi\) turns the left side into the sum of all shells and the right side into \(|q|-\pi/2\). In the code, `hasSum_nat_add_iff'` shifts the index by one to match the numbering of the shells.

```lean
/-- Throughout the zone `|q| ≤ π`, the shells sum to `|q|` minus its zone average. -/
theorem hasSum_shell {q : ℝ} (hq : |q| ≤ π) :
    HasSum (fun n => shell n q) (|q| - π / 2) := by
  have hx0 : 0 ≤ |q| / (2 * π) := by positivity
  have hx1 : |q| / (2 * π) ≤ 1 / 2 := by
    rw [div_le_iff₀ (by positivity)]
    linarith
  -- two quadratic cosine series, half a period apart
  have h := ((hasSum_cos (x := |q| / (2 * π) + 1 / 2) ⟨by linarith, by linarith⟩).sub
    (hasSum_cos (x := |q| / (2 * π)) ⟨hx0, by linarith⟩)).mul_left (2 / π)
  have h' := (hasSum_nat_add_iff' 1).mpr h
  convert h' using 1
  · rfl
  · funext n
    have e1 : 2 * π * ((n + 1 : ℕ) : ℝ) * (|q| / (2 * π) + 1 / 2)
        = ((n + 1 : ℕ) : ℝ) * |q| + ((n + 1 : ℕ) : ℝ) * π := by
      field_simp
    have e2 : 2 * π * ((n + 1 : ℕ) : ℝ) * (|q| / (2 * π)) = ((n + 1 : ℕ) : ℝ) * |q| := by
      field_simp
    have e3 : Real.cos (((n : ℝ) + 1) * q) = Real.cos (((n + 1 : ℕ) : ℝ) * |q|) := by
      push_cast
      rcases abs_choice q with h | h
      · rw [h]
      · rw [h, mul_neg, Real.cos_neg]
    rw [shell_eq, e3]
    simp only [e1, e2, Real.cos_add, Real.cos_nat_mul_pi, Real.sin_nat_mul_pi]
    push_cast
    ring
  · simp only [Finset.sum_range_one, Nat.cast_zero, ne_eq, OfNat.ofNat_ne_zero,
      not_false_eq_true, zero_pow, div_zero, zero_mul, sub_self, mul_zero, sub_zero]
    field_simp
    ring
```

Adding the zone average shows that \(D_N(q)\to|q|\) for every \(|q|\le\pi\). In particular, \(D_N(0)\to0\).

```lean
/-- For `|q| ≤ π` the interpolated dispersion converges to `|q|` as the cutoff grows. -/
theorem interp_tendsto {q : ℝ} (hq : |q| ≤ π) :
    Tendsto (fun N => interp N q) atTop (𝓝 |q|) := by
  have h := (hasSum_shell hq).tendsto_sum_nat.const_add (π / 2)
  rw [show π / 2 + (|q| - π / 2) = |q| by ring] at h
  exact h.congr (fun N => (interp_eq N q).symm)
```

## The zone-centre value lies between two telescoping sums

Raising the cutoff from \(2m\) to \(2m+2\) adds the shells \(s_{2m}\) and \(s_{2m+1}\). The second vanishes, and the first equals \(2C(2m+1)\) at \(q=0\), so

\[ D_{2m+2}(0)=D_{2m}(0)-\frac4{\pi(2m+1)^2}. \]

```lean
/-- Raising an even cutoff `2m` by two lowers the zone-centre value by `4/(π(2m+1)²)`. -/
theorem interp_zero_step (m : ℕ) :
    interp (2 * (m + 1)) 0 = interp (2 * m) 0 - 4 / π / (2 * (m : ℝ) + 1) ^ 2 := by
  have e1 : (-1 : ℝ) ^ (2 * m + 1) = -1 := by simp [pow_succ, pow_mul]
  have e2 : (-1 : ℝ) ^ (2 * m + 1 + 1) = 1 := by simp [pow_succ, pow_mul]
  rw [interp_eq, interp_eq, show 2 * (m + 1) = 2 * m + 1 + 1 by ring, Finset.sum_range_succ,
    Finset.sum_range_succ, shell_eq (2 * m), shell_eq (2 * m + 1), e1, e2]
  push_cast
  simp only [mul_zero, Real.cos_zero]
  ring
```

A strictly decreasing sequence with limit zero is positive, because \(u_k>u_{k+1}\ge0\).

```lean
lemma pos_of_decreasing {u : ℕ → ℝ} (h : ∀ k, u (k + 1) < u k)
    (ht : Tendsto u atTop (𝓝 0)) (k : ℕ) : 0 < u k :=
  ((strictAnti_nat_of_succ_lt h).antitone.le_of_tendsto ht (k + 1)).trans_lt (h k)
```

Write the even cutoff as \(N=2(j+1)\) with \(j\ge0\), and consider the distances from \(\pi D_N(0)\) to the two proposed bounds:

\[ u_j=\frac1{j+1}-\pi D_{2(j+1)}(0),\qquad v_j=\pi D_{2(j+1)}(0)-\frac2{2j+3}. \]

Both tend to zero. When \(j\) increases by one, \(\pi D_{2(j+1)}(0)\) falls by \(4/(2j+3)^2\), and this drop lies between the drops of the two bounds:

\[ \frac2{2j+3}-\frac2{2j+5}=\frac4{(2j+3)(2j+5)}<\frac4{(2j+3)^2}<\frac1{(j+1)(j+2)}=\frac1{j+1}-\frac1{j+2}. \]

The right-hand inequality holds because \(4(j+1)(j+2)=(2j+3)^2-1\). Both \(u_j\) and \(v_j\) therefore decrease strictly and are positive, which gives

\[ \frac2{\pi(N+1)}<\sum_{|R|\le N}C(R)<\frac2{\pi N}. \]

In `zone_centre_lift`, the hypotheses `hN` and `hpos` say that \(N\) is even and positive, and the sum runs over the integers from \(-N\) to \(N\). The two statements named `key` are the inequalities between the drops, which `nlinarith` proves once the denominators are cleared.

```lean
/-- For even `N > 0`, the sum of the coefficients with `|R| ≤ N`, which is the interpolated
value at the zone centre, lies strictly between `2/(π(N+1))` and `2/(πN)`. -/
theorem zone_centre_lift {N : ℕ} (hN : Even N) (hpos : 0 < N) :
    2 / (π * ((N : ℝ) + 1)) < ∑ R ∈ Finset.Icc (-(N : ℤ)) (N : ℤ), coeff R ∧
      ∑ R ∈ Finset.Icc (-(N : ℤ)) (N : ℤ), coeff R < 2 / (π * N) := by
  have hsum : ∑ R ∈ Finset.Icc (-(N : ℤ)) (N : ℤ), coeff R = interp N 0 := by simp [interp]
  rw [hsum]
  obtain ⟨m, hm⟩ := hN
  obtain ⟨k, rfl⟩ : ∃ k, N = 2 * (k + 1) := ⟨m - 1, by omega⟩
  have hmono : StrictMono (fun k : ℕ => 2 * (k + 1)) := fun a b h => by
    dsimp only
    omega
  have hS := ((interp_tendsto (q := 0) (by simp [Real.pi_pos.le])).comp
    hmono.tendsto_atTop).const_mul π
  rw [abs_zero, mul_zero] at hS
  have h1 : Tendsto (fun k : ℕ => 1 / ((k : ℝ) + 1)) atTop (𝓝 0) :=
    tendsto_one_div_add_atTop_nhds_zero_nat
  have h2 : Tendsto (fun k : ℕ => 2 * (1 / (2 * ((k : ℝ) + 1) + 1))) atTop (𝓝 0) := by
    have h := (h1.comp hmono.tendsto_atTop).const_mul 2
    rw [mul_zero] at h
    exact h.congr (fun k => by simp [Function.comp])
  have hstep (j : ℕ) : π * interp (2 * (j + 1 + 1)) 0
      = π * interp (2 * (j + 1)) 0 - 4 / (2 * ((j : ℝ) + 1) + 1) ^ 2 := by
    rw [interp_zero_step (j + 1), Nat.cast_add, Nat.cast_one]
    field_simp
  -- both gaps decrease strictly to zero
  have hu := pos_of_decreasing
    (u := fun j : ℕ => 1 / ((j : ℝ) + 1) - π * interp (2 * (j + 1)) 0) (fun j => by
      have hx : 0 < (j : ℝ) + 1 := by positivity
      have key : 4 / (2 * ((j : ℝ) + 1) + 1) ^ 2
          < 1 / ((j : ℝ) + 1) - 1 / ((j : ℝ) + 1 + 1) := by
        rw [div_sub_div _ _ (by positivity) (by positivity),
          div_lt_div_iff₀ (by positivity) (by positivity)]
        nlinarith
      rw [hstep, Nat.cast_add, Nat.cast_one]
      linarith) (by simpa only [sub_zero, Function.comp_apply] using h1.sub hS) k
  have hv := pos_of_decreasing
    (u := fun j : ℕ => π * interp (2 * (j + 1)) 0 - 2 * (1 / (2 * ((j : ℝ) + 1) + 1)))
    (fun j => by
      have hx : 0 < (j : ℝ) + 1 := by positivity
      have key : 2 * (1 / (2 * ((j : ℝ) + 1) + 1)) - 2 * (1 / (2 * ((j : ℝ) + 1 + 1) + 1))
          < 4 / (2 * ((j : ℝ) + 1) + 1) ^ 2 := by
        rw [← mul_sub, div_sub_div _ _ (by positivity) (by positivity), ← mul_div_assoc,
          div_lt_div_iff₀ (by positivity) (by positivity)]
        nlinarith
      rw [hstep, Nat.cast_add, Nat.cast_one]
      linarith) (by simpa only [sub_zero, Function.comp_apply] using hS.sub h2) k
  have hu' := (lt_div_iff₀ (by positivity)).mp (sub_pos.mp hu)
  have hv' := sub_pos.mp hv
  rw [← mul_div_assoc, mul_one, div_lt_iff₀ (by positivity)] at hv'
  push_cast
  constructor
  · rw [div_lt_iff₀ (by positivity)]
    linarith
  · rw [lt_div_iff₀ (by positivity)]
    linarith
```

Without evenness the lower bound fails at \(N=1\). There the sum is \(\pi/2-4/\pi\approx0.298\), while \(2/(\pi(N+1))=1/\pi\approx0.318\). At \(N=2\) the sum has the same value, because \(C(\pm2)=0\), but the lower bound has dropped to \(2/(3\pi)\approx0.212\).

## No error exceeds the one at the zone centre

Every shell satisfies \(s_n(0)\le0\) and \(s_n(q)=s_n(0)\cos((n+1)q)\), so \(|s_n(q)|\le-s_n(0)\). Up to sign, the interpolation error is the sum of the omitted shells. For \(|q|\le\pi\),

\[ \bigl|D_N(q)-|q|\bigr|=\Bigl|\sum_{n\ge N}s_n(q)\Bigr|\le-\sum_{n\ge N}s_n(0)=D_N(0). \]

The last equality uses the fact that the full series restores the value \(0\) at \(q=0\). This bound holds for every cutoff, odd or even. The zone boundary has an error of the same size: the shells with even \(n+1\) vanish and the others change sign there, so \(s_n(\pm\pi)=-s_n(0)\). In the proof, `hb` is the estimate for a single shell, and `hasSum_le` carries it over to the tails in both directions.

```lean
/-- For `|q| ≤ π` and any cutoff, the interpolation error is at most the interpolated value
at the zone centre. -/
theorem error_le_zone_centre (N : ℕ) {q : ℝ} (hq : |q| ≤ π) :
    |interp N q - (|q|)| ≤ interp N 0 := by
  have hb (n : ℕ) : |shell n q| ≤ -shell n 0 := by
    have hs : shell n 0 ≤ 0 := by
      rw [shell_eq, mul_zero, Real.cos_zero, mul_one]
      refine mul_nonpos_iff.mpr (Or.inl ⟨by positivity, ?_⟩)
      refine div_nonpos_of_nonpos_of_nonneg ?_ (by positivity)
      rcases neg_one_pow_eq_or ℝ (n + 1) with h | h <;> rw [h] <;> norm_num
    have he : shell n q = shell n 0 * Real.cos (((n : ℝ) + 1) * q) := by simp [shell]
    rw [he, abs_mul, ← abs_of_nonpos hs]
    exact mul_le_of_le_one_right (abs_nonneg _) (Real.abs_cos_le_one _)
  -- compare the omitted shells at `q` with those at the zone centre
  have h1 := (hasSum_nat_add_iff' N).mpr (hasSum_shell hq)
  have h0 := (hasSum_nat_add_iff' N).mpr (hasSum_shell (q := 0) (by simp [Real.pi_pos.le]))
  have a := hasSum_le (fun n => (abs_le.mp (hb (n + N))).2) h1 h0.neg
  have b := hasSum_le (fun n => (abs_le.mp (hb (n + N))).1) h0.neg.neg h1
  rw [abs_zero] at a b
  rw [interp_eq N q, interp_eq N 0, abs_le]
  constructor <;> linarith
```

Together with the upper bound at the zone centre, this gives, for even \(N>0\) and \(|q|\le\pi\),

\[ \bigl|D_N(q)-|q|\bigr|<\frac2{\pi N}. \]

Density functional perturbation theory commonly obtains phonons between the computed wavevectors by Fourier interpolation of real-space force constants. These give the dynamical matrix, whose eigenvalues are squared frequencies. The function \(|q|\) therefore does not stand for the frequency of an acoustic branch, since the square \(q^2\) of such a frequency has no kink at the zone centre. For this one-dimensional scalar model, the theorem bounds the error that a finite range causes when the kinks at the zone centre and the zone boundary are left in the interpolated function. The coefficients are exact zone integrals, so the aliasing that comes from a finite grid of wavevectors does not enter, and neither do dynamical matrices or direction-dependent limits in three dimensions. This difference matters at the zone centre. Fourier interpolation from a finite grid, with all the coefficients of that grid kept, reproduces the values on the grid. If the grid contains \(q=0\), the zero is therefore not lifted, and the kink causes errors between the grid points instead.

```lean
/-- For even `N > 0` the interpolation error is below `2/(πN)` everywhere in the zone
`|q| ≤ π`. -/
theorem uniform_error {N : ℕ} (hN : Even N) (hpos : 0 < N) {q : ℝ} (hq : |q| ≤ π) :
    |interp N q - (|q|)| < 2 / (π * N) := by
  refine (error_le_zone_centre N hq).trans_lt ?_
  simpa [interp] using (zone_centre_lift hN hpos).2

end

end NonanalyticInterpolation
```

```lean
#print axioms NonanalyticInterpolation.interp_zero_step
#print axioms NonanalyticInterpolation.uniform_error
```

```
'NonanalyticInterpolation.interp_zero_step' depends on axioms: [propext, Classical.choice, Quot.sound]
'NonanalyticInterpolation.uniform_error' depends on axioms: [propext, Classical.choice, Quot.sound]
```
